# The moment Debye frequency: its order-zero limit for normalised spectra of positive frequencies with finite moments of orders near zero, its order-zero Debye value and its Einstein values

A phonon spectrum is represented here by a measure $\mu$ on the real line of frequencies $w$, and not by a density of states. An Einstein spectrum, with all modes at one frequency, has no density function, but it is a perfectly good measure, and so is the Debye spectrum. One definition then serves both. For a function $f$ of the frequency, write the following integral, which is the average over the modes when $\mu$ has total weight 1:
$$\langle f\rangle=\int f(w)\,d\mu(w).$$
Frequencies are plain real numbers in one fixed unit. For a normalised spectrum, a change of unit by a factor $c>0$ adds $\ln c$ to $\langle\ln w\rangle$, so a frequency built from $\exp\langle\ln w\rangle$ scales as it should.

```lean
import Mathlib

open MeasureTheory ProbabilityTheory Filter Set Topology

namespace MomentDebyeFrequency

noncomputable section
```

## A frequency for each moment

The moment Debye frequency of order $n>-3$ is
$$\theta(n)=\left(\frac{n+3}{3}\,\langle w^n\rangle\right)^{1/n}\quad(n\neq0),\qquad \theta(0)=\exp\left(\tfrac13+\langle\ln w\rangle\right).$$
The prefactor is fitted to the Debye density $3w^2/w_D^3$ on $(0,w_D)$, for which $\langle w^n\rangle=3w_D^n/(n+3)$ and hence $\theta(n)=w_D$ when $n\neq0$. That computation serves only as motivation; the case checked below is $n=0$.

In the harmonic approximation, $\theta(0)$ fixes the high-temperature vibrational entropy, $\theta(2)$ the first quantum correction to the classical heat capacity, and $\theta(-2)$ the classical mean-square displacement, averaged over the atoms, in a monatomic crystal.

In Lean, $\theta(n)$ is `momentFreq μ n`. The definition accepts any measure and any real order; normalisation, positive frequencies and $n>-3$ enter as hypotheses of the theorems that need them.

```lean
/-- The moment Debye frequency of order `n > -3` of a phonon spectrum `μ`:
`(((n+3)/3) ⟨w^n⟩)^(1/n)` for `n ≠ 0`, and `exp (1/3 + ⟨ln w⟩)` for `n = 0`. -/
def momentFreq (μ : Measure ℝ) (n : ℝ) : ℝ :=
  if n = 0 then Real.exp (1 / 3 + ∫ w, Real.log w ∂μ)
  else ((n + 3) / 3 * ∫ w, w ^ n ∂μ) ^ (1 / n)
```

The Einstein spectrum at $w_E$ is a unit point mass, so $\langle f\rangle=f(w_E)$.

```lean
/-- The Einstein spectrum: all modes have the frequency `wE`. -/
def einsteinSpectrum (wE : ℝ) : Measure ℝ := Measure.dirac wE
```

The Debye spectrum has the density $3w^2/w_D^3$ with respect to length on $(0,w_D]$. Including the endpoint changes no average. `ENNReal.ofReal` only converts the density to the type of non-negative weights that Lean uses for measures.

```lean
/-- The Debye spectrum with cutoff `wD > 0`: density `3 w² / wD³` for `0 < w ≤ wD`. -/
def debyeSpectrum (wD : ℝ) : Measure ℝ :=
  (volume.restrict (Ioc 0 wD)).withDensity (fun w => ENNReal.ofReal (3 * w ^ 2 / wD ^ 3))
```

## The logarithmic formula is the limit at order zero

The two branches of the definition look unrelated, and the exponent $1/n$ is singular at $n=0$. They join continuously under three hypotheses:

- The spectrum is normalised (`IsProbabilityMeasure μ`).
- Almost every frequency is positive (`hpos`). This excludes unstable modes, whose imaginary frequencies are often listed as negative numbers, and also rigid translations at zero frequency if they carry nonzero weight.
- For some $\varepsilon>0$, the moments $\langle w^n\rangle$ are finite for $|n|<\varepsilon$ (`hint`). For a finite list of positive frequencies this is automatic.

Write $M(n)=\langle w^n\rangle=\langle e^{n\ln w}\rangle$, the moment generating function of $\ln w$. To differentiate under the average, choose $\eta>0$ with $2\eta<\varepsilon$. For $|n|\le\eta$,
$$|w^n\ln w|\le \frac{e^{2\eta|\ln w|}}{\eta}\le\frac{w^{2\eta}+w^{-2\eta}}{\eta},$$
and the right-hand side has a finite average. Therefore $M'(0)=\langle\ln w\rangle$, while normalisation gives $M(0)=1$.

Now let $F(n)=\frac{n+3}{3}M(n)$. Then $F(0)=1$, and the product rule gives
$$F'(0)=\tfrac13M(0)+M'(0)=\tfrac13+\langle\ln w\rangle.$$
Since $F(0)=1$, the derivative of $\ln F$ at zero has the same value. For small $n\neq0$, $F(n)$ is positive and
$$\ln\theta(n)=\frac{\ln F(n)}{n}=\frac{\ln F(n)-\ln F(0)}{n-0}\longrightarrow\tfrac13+\langle\ln w\rangle .$$
Exponentiating gives $\theta(n)\to\theta(0)$.

The Lean proof takes the same steps. `hmom` rewrites the powers as exponentials, and `h0` places zero inside the range of orders with finite moments, so that `hasDerivAt_mgf` supplies $M'(0)$ in `hM`. `hF` is the product rule, `hL` the derivative of the logarithm, and `hE` the exponentiated difference quotient. The last lines identify that quotient with $\theta(n)$ wherever $F(n)>0$. In the statement, `𝓝[≠] 0` means that $n$ approaches zero from both sides without reaching it.

```lean
/-- For a normalised spectrum of positive frequencies whose moments of order near zero are
finite, the moment Debye frequency of order `n` tends to the logarithmic one as `n → 0`. -/
theorem tendsto_momentFreq_zero (μ : Measure ℝ) [IsProbabilityMeasure μ]
    (hpos : ∀ᵐ w ∂μ, 0 < w) {ε : ℝ} (hε : 0 < ε)
    (hint : ∀ n ∈ Ioo (-ε) ε, Integrable (fun w : ℝ => w ^ n) μ) :
    Tendsto (momentFreq μ) (𝓝[≠] 0) (𝓝 (momentFreq μ 0)) := by
  -- the moments are the moment generating function of `ln w`
  have hmom : ∀ n : ℝ, (fun w : ℝ => w ^ n) =ᵐ[μ] fun w => Real.exp (n * Real.log w) := by
    intro n
    filter_upwards [hpos] with w hw
    rw [Real.rpow_def_of_pos hw, mul_comm]
  have h0 : (0 : ℝ) ∈ interior (integrableExpSet Real.log μ) :=
    mem_interior.2 ⟨Ioo (-ε) ε, fun n hn => (hint n hn).congr (hmom n), isOpen_Ioo,
      ⟨by linarith, hε⟩⟩
  have hM : HasDerivAt (mgf Real.log μ) (∫ w, Real.log w ∂μ) 0 := by
    simpa only [zero_mul, Real.exp_zero, mul_one] using hasDerivAt_mgf h0
  have hF : HasDerivAt (fun n : ℝ => (n + 3) / 3 * mgf Real.log μ n)
      (1 / 3 + ∫ w, Real.log w ∂μ) 0 := by
    have h1 : HasDerivAt (fun n : ℝ => (n + 3) / 3) (1 / 3) 0 :=
      ((hasDerivAt_id' (0 : ℝ)).add_const 3).div_const 3
    refine (h1.fun_mul hM).congr_deriv ?_
    simp only [mgf_zero]
    ring
  have hL : HasDerivAt (fun n : ℝ => Real.log ((n + 3) / 3 * mgf Real.log μ n))
      (1 / 3 + ∫ w, Real.log w ∂μ) 0 := by
    refine (hF.log ?_).congr_deriv ?_ <;> simp
  -- exponentiate the difference quotient of the logarithm
  have hE := (Real.continuous_exp.tendsto _).comp (hasDerivAt_iff_tendsto_slope.1 hL)
  have hp : ∀ᶠ n in 𝓝 (0 : ℝ), 0 < (n + 3) / 3 * mgf Real.log μ n :=
    hF.continuousAt.tendsto.eventually_const_lt (by simp)
  have hz : Real.log ((0 + 3) / 3 * mgf Real.log μ 0) = 0 := by simp
  rw [show momentFreq μ 0 = Real.exp (1 / 3 + ∫ w, Real.log w ∂μ) from if_pos rfl]
  refine hE.congr' ?_
  filter_upwards [hp.filter_mono nhdsWithin_le_nhds, self_mem_nhdsWithin] with n hn hn0
  have hn0' : n ≠ 0 := hn0
  have hm : ∫ w, w ^ n ∂μ = mgf Real.log μ n := integral_congr_ae (hmom n)
  simp only [Function.comp_apply, slope_def_field, momentFreq, if_neg hn0', hm]
  rw [Real.rpow_def_of_pos hn, hz, sub_zero, sub_zero, mul_one_div]
```

Normalisation matters. Put weight 2 at a single frequency $w_E>0$. The other two hypotheses still hold, but
$$\theta(n)=2^{1/n}\left(\frac{n+3}{3}\right)^{1/n}w_E,$$
which diverges as $n\to0$ from above and vanishes as $n\to0$ from below. A density of states that integrates to the number of modes must therefore be divided by that number first.

## The Debye spectrum returns its cutoff

For $w_D>0$, the logarithmic average is
$$\langle\ln w\rangle=\int_0^{w_D}\frac{3w^2}{w_D^3}\ln w\,dw=\left[\frac{w^3\ln w}{w_D^3}-\frac{w^3}{3w_D^3}\right]_0^{w_D}=\ln w_D-\frac13 .$$
Differentiating the bracket gives $(3w^2\ln w+w^2-w^2)/w_D^3$, which is the integrand. At the lower limit the bracket vanishes, because $w^3\ln w\to0$.

In the proof, `e` turns the average over the measure into this ordinary integral. `hI` applies the fundamental theorem of calculus in a form that asks for continuity on the closed interval and a derivative only in its interior. The antiderivative is written with the factor $w\ln w$, whose continuity down to zero is the library fact `Real.continuous_mul_log`.

```lean
/-- The mean logarithmic frequency of a Debye spectrum with cutoff `wD > 0` is
`ln wD - 1/3`. -/
theorem debye_mean_log {wD : ℝ} (h : 0 < wD) :
    ∫ w, Real.log w ∂(debyeSpectrum wD) = Real.log wD - 1 / 3 := by
  rw [debyeSpectrum, integral_withDensity_eq_integral_toReal_smul (by fun_prop)
    (Eventually.of_forall fun _ => ENNReal.ofReal_lt_top)]
  have e : ∫ w in Ioc 0 wD, (ENNReal.ofReal (3 * w ^ 2 / wD ^ 3)).toReal • Real.log w
      = ∫ w in (0 : ℝ)..wD, 3 * w * (w * Real.log w) / wD ^ 3 := by
    rw [intervalIntegral.integral_of_le h.le]
    refine integral_congr_ae (Eventually.of_forall fun w => ?_)
    have hw : 0 ≤ 3 * w ^ 2 / wD ^ 3 := by positivity
    simp only [ENNReal.toReal_ofReal hw, smul_eq_mul]
    ring
  have hc := Real.continuous_mul_log
  -- an antiderivative that is continuous down to zero frequency
  have hI := intervalIntegral.integral_eq_sub_of_hasDerivAt_of_le h.le
    (f := fun w : ℝ => w ^ 2 * (w * Real.log w) / wD ^ 3 - w ^ 3 / 3 / wD ^ 3)
    (f' := fun w : ℝ => 3 * w * (w * Real.log w) / wD ^ 3)
    ((((continuous_pow 2).mul hc).div_const _).sub
      (((continuous_pow 3).div_const _).div_const _)).continuousOn
    (fun x hx => by
      have h2 : HasDerivAt (fun w : ℝ => w ^ 2) (2 * x) x := by
        simpa using hasDerivAt_pow 2 x
      have h3 : HasDerivAt (fun w : ℝ => w ^ 3) (3 * x ^ 2) x := by
        simpa using hasDerivAt_pow 3 x
      refine (((h2.fun_mul (Real.hasDerivAt_mul_log hx.1.ne')).div_const (wD ^ 3)).fun_sub
        ((h3.div_const 3).div_const (wD ^ 3))).congr_deriv ?_
      ring)
    ((((continuous_const.mul continuous_id).mul hc).div_const _).intervalIntegrable _ _)
  rw [e, hI]
  have h1 : wD ^ 3 / wD ^ 3 = 1 := div_self (by positivity)
  linear_combination (Real.log wD - 1 / 3) * h1
```

The $\frac13$ in the definition cancels the $-\frac13$ just found:
$$\theta(0)=\exp\left(\tfrac13+\ln w_D-\tfrac13\right)=w_D .$$

```lean
/-- The logarithmic moment Debye frequency of a Debye spectrum with cutoff `wD > 0` is
`wD`. -/
theorem debye_momentFreq_zero {wD : ℝ} (h : 0 < wD) :
    momentFreq (debyeSpectrum wD) 0 = wD := by
  rw [momentFreq, if_pos rfl, debye_mean_log h, add_sub_cancel, Real.exp_log h]
```

## One frequency, a different answer for each order

For the Einstein spectrum at $w_E>0$, $\langle w^n\rangle=w_E^n$. All dependence on the order then sits in the prefactor, and it is convenient to put it in an exponent
$$g(n)=\frac{1}{n}\ln\frac{n+3}{3}\quad(n\neq0),\qquad g(0)=\frac13 .$$

```lean
/-- The exponent `ln((n+3)/3)/n` for `n > -3`, `n ≠ 0`, with the value `1/3` at `n = 0`. -/
def einsteinExponent (n : ℝ) : ℝ :=
  if n = 0 then 1 / 3 else Real.log ((n + 3) / 3) / n
```

For $n>-3$ and $n\neq0$, the number $(n+3)/3$ is positive, so the power can be split:
$$\theta(n)=\left(\frac{n+3}{3}\right)^{1/n}\left(w_E^n\right)^{1/n}=e^{g(n)}\,w_E .$$
At $n=0$, $\theta(0)=\exp(\frac13+\ln w_E)=e^{1/3}w_E$, which is the same formula. The proof treats these two cases separately.

```lean
/-- For an Einstein spectrum at `wE > 0` and every order `n > -3`, the moment Debye frequency
is `wE` times the exponential of `einsteinExponent n`. -/
theorem einstein_momentFreq {wE n : ℝ} (h : 0 < wE) (hn : -3 < n) :
    momentFreq (einsteinSpectrum wE) n = Real.exp (einsteinExponent n) * wE := by
  by_cases h0 : n = 0
  · simp only [momentFreq, einsteinExponent, einsteinSpectrum, if_pos h0, integral_dirac]
    rw [Real.exp_add, Real.exp_log h]
  · have hc : 0 < (n + 3) / 3 := by linarith
    simp only [momentFreq, einsteinExponent, einsteinSpectrum, if_neg h0, integral_dirac]
    rw [Real.mul_rpow hc.le (Real.rpow_nonneg h.le n), ← Real.rpow_mul h.le,
      mul_one_div_cancel h0, Real.rpow_one, Real.rpow_def_of_pos hc, mul_one_div]
```

To see that $g$ decreases, set $x=(n+3)/3$, so that $n=3(x-1)$ and, for $x\neq1$,
$$g(n)=\frac13\,\frac{\ln x-\ln1}{x-1}.$$
This is one third of the slope of the secant of the logarithm between $1$ and $x$. Take two orders $-3<m<n$.

- If neither is zero, strict concavity of the logarithm makes the secant slope through $1$ smaller for the larger endpoint, so $g(n)<g(m)$.
- If $m=0$, the tangent inequality $\ln x<x-1$ for $x\neq1$ gives $\ln\frac{n+3}{3}<\frac n3$. Division by $n>0$ yields $g(n)<\frac13=g(0)$.
- If $n=0$, the same inequality gives $\ln\frac{m+3}{3}<\frac m3$. Division by $m<0$ reverses it, so $g(m)>\frac13=g(0)$.

Lean goes through $m=0$ first, then $n=0$, then the two secants. There `key` is the concavity statement and `e` converts each secant slope into $3g$. `StrictAntiOn … (Ioi (-3))` says "strictly decreasing on $(-3,\infty)$".

```lean
/-- The exponent `einsteinExponent n` is strictly decreasing in the order `n > -3`. -/
theorem einsteinExponent_strictAntiOn : StrictAntiOn einsteinExponent (Ioi (-3)) := by
  intro m hm n hn hmn
  have hm' : 0 < (m + 3) / 3 := by linarith [mem_Ioi.1 hm]
  have hn' : 0 < (n + 3) / 3 := by linarith [mem_Ioi.1 hn]
  unfold einsteinExponent
  by_cases m0 : m = 0
  · -- tangent to the logarithm against a secant on the right
    have hnpos : 0 < n := by linarith
    rw [if_pos m0, if_neg hnpos.ne', div_lt_iff₀ hnpos]
    have := Real.log_lt_sub_one_of_pos hn' (fun h => by linarith)
    linarith
  · by_cases n0 : n = 0
    · -- tangent to the logarithm against a secant on the left
      have hmneg : m < 0 := by linarith
      rw [if_pos n0, if_neg m0, lt_div_iff_of_neg hmneg]
      have := Real.log_lt_sub_one_of_pos hm' (fun h => by linarith)
      linarith
    · -- two secants of the strictly concave logarithm through 1
      rw [if_neg m0, if_neg n0]
      have key := strictConcaveOn_log_Ioi.secant_strict_mono (a := 1)
        (x := (m + 3) / 3) (y := (n + 3) / 3) (mem_Ioi.2 one_pos) hm' hn'
        (fun h => m0 (by linarith)) (fun h => n0 (by linarith)) (by linarith)
      have e : ∀ t : ℝ, (Real.log ((t + 3) / 3) - Real.log 1) / ((t + 3) / 3 - 1)
          = 3 * (Real.log ((t + 3) / 3) / t) := by
        intro t
        rw [Real.log_one, sub_zero, show (t + 3) / 3 - 1 = t / 3 by ring, div_div_eq_mul_div]
        ring
      rw [e, e] at key
      linarith
```

The exponential is strictly increasing and $w_E$ is positive, so $\theta(n)=e^{g(n)}w_E$ inherits the strict decrease. This concerns a single frequency only. In a spread-out spectrum the power mean $\langle w^n\rangle^{1/n}$ grows with $n$ and works against the prefactor.

```lean
/-- For an Einstein spectrum at `wE > 0`, the moment Debye frequency is strictly decreasing
in its order `n` on the whole range `n > -3`. -/
theorem einstein_momentFreq_strictAntiOn {wE : ℝ} (h : 0 < wE) :
    StrictAntiOn (momentFreq (einsteinSpectrum wE)) (Ioi (-3)) := by
  intro m hm n hn hmn
  rw [einstein_momentFreq h hm, einstein_momentFreq h hn]
  exact mul_lt_mul_of_pos_right
    (Real.exp_lt_exp.2 (einsteinExponent_strictAntiOn hm hn hmn)) h
```

The three orders of interest have the exponents
$$g(-2)=\frac{\ln(1/3)}{-2}=\tfrac12\ln3,\qquad g(0)=\tfrac13,\qquad g(2)=\tfrac12\ln\tfrac53,$$
and therefore
$$\theta(-2)=\sqrt3\,w_E,\qquad\theta(0)=e^{1/3}w_E,\qquad\theta(2)=\sqrt{5/3}\;w_E .$$
The proof writes each square root as a power $\frac12$ and compares exponents.

```lean
/-- For an Einstein spectrum at `wE > 0`, the moment Debye frequencies of orders `-2`, `0`
and `2` are `√3 wE`, `e^(1/3) wE` and `√(5/3) wE`. -/
theorem einstein_values {wE : ℝ} (h : 0 < wE) :
    momentFreq (einsteinSpectrum wE) (-2) = √3 * wE ∧
    momentFreq (einsteinSpectrum wE) 0 = Real.exp (1 / 3) * wE ∧
    momentFreq (einsteinSpectrum wE) 2 = √(5 / 3) * wE := by
  refine ⟨?_, ?_, ?_⟩
  · rw [einstein_momentFreq h (by norm_num), einsteinExponent, if_neg (by norm_num),
      Real.sqrt_eq_rpow, Real.rpow_def_of_pos (by norm_num : (0 : ℝ) < 3),
      show ((-2 : ℝ) + 3) / 3 = 3⁻¹ by norm_num, Real.log_inv]
    congr 2
    ring
  · rw [einstein_momentFreq h (by norm_num), einsteinExponent, if_pos rfl]
  · rw [einstein_momentFreq h (by norm_num), einsteinExponent, if_neg (by norm_num),
      Real.sqrt_eq_rpow, Real.rpow_def_of_pos (by norm_num : (0 : ℝ) < 5 / 3),
      show ((2 : ℝ) + 3) / 3 = 5 / 3 by norm_num]
    congr 2
    ring
```

Because $-2<0<2$, the strict decrease orders these values without any numerical estimate of $e^{1/3}$:
$$\sqrt3\,w_E>e^{1/3}w_E>\sqrt{5/3}\;w_E .$$
The factors are about $1.732$, $1.396$ and $1.291$. In this harmonic one-frequency model, Debye frequencies extracted from different properties thus disagree although no anharmonicity is present; the disagreement reflects the shape of the spectrum.

```lean
/-- For `wE > 0`, the Einstein values of orders `-2`, `0` and `2` are ordered as
`√3 wE > e^(1/3) wE > √(5/3) wE`. -/
theorem einstein_ordering {wE : ℝ} (h : 0 < wE) :
    √3 * wE > Real.exp (1 / 3) * wE ∧ Real.exp (1 / 3) * wE > √(5 / 3) * wE := by
  obtain ⟨h1, h2, h3⟩ := einstein_values h
  rw [← h1, ← h2, ← h3]
  have anti := einstein_momentFreq_strictAntiOn h
  exact ⟨anti (mem_Ioi.2 (by norm_num)) (mem_Ioi.2 (by norm_num)) (by norm_num),
    anti (mem_Ioi.2 (by norm_num)) (mem_Ioi.2 (by norm_num)) (by norm_num)⟩

end

end MomentDebyeFrequency
```

```lean
#print axioms MomentDebyeFrequency.tendsto_momentFreq_zero
#print axioms MomentDebyeFrequency.debye_momentFreq_zero
#print axioms MomentDebyeFrequency.einstein_ordering
```

```
'MomentDebyeFrequency.tendsto_momentFreq_zero' depends on axioms: [propext, Classical.choice, Quot.sound]
'MomentDebyeFrequency.debye_momentFreq_zero' depends on axioms: [propext, Classical.choice, Quot.sound]
'MomentDebyeFrequency.einstein_ordering' depends on axioms: [propext, Classical.choice, Quot.sound]
```
